# Alternating SP2 double steps stretch occupation differences in [0,1] by at most 8/(3√3) each

One alternating SP2 double step, $x\mapsto x^2$ followed by $x\mapsto2x-x^2$, sends an occupation number $x$ to $g(x)=2x^2-x^4$, whose slope for $x\ge 0$ is at most $8/(3\sqrt3)\approx1.540$, with equality only at $x=1/\sqrt3$. Consequently $n$ double steps increase the distance between two occupations in $[0,1]$ by a factor of at most $(8/(3\sqrt3))^n$.

```lean
import Mathlib

open Set Topology

namespace SP2AlternatingSlope

noncomputable section

/-- The SP2 polynomial that lowers an occupation number in `[0,1]`. -/
def lower (x : ℝ) : ℝ := x ^ 2

/-- The SP2 polynomial that raises an occupation number in `[0,1]`. -/
def raise (x : ℝ) : ℝ := 2 * x - x ^ 2

/-- The alternating SP2 double step: first lower, then raise. -/
def doubleStep (x : ℝ) : ℝ := raise (lower x)

/-- The double step in the opposite order: first raise, then lower. -/
def reversedStep (x : ℝ) : ℝ := lower (raise x)

/-- The double step is the quartic polynomial `2x² - x⁴`. -/
theorem doubleStep_eq (x : ℝ) : doubleStep x = 2 * x ^ 2 - x ^ 4 := by
  unfold doubleStep raise lower
  ring

/-- The slope of the double step at occupation `x` is `4x - 4x³`. -/
theorem hasDerivAt_doubleStep (x : ℝ) :
    HasDerivAt doubleStep (4 * x - 4 * x ^ 3) x := by
  have e : doubleStep = fun y : ℝ => 2 * y ^ 2 - y ^ 4 := funext doubleStep_eq
  rw [e]
  have h := ((hasDerivAt_pow 2 x).const_mul (2 : ℝ)).fun_sub (hasDerivAt_pow 4 x)
  exact h.congr_deriv (by norm_num; ring)

/-- The amount by which the slope at `x` falls short of `8/(3√3)`, in factored form. -/
theorem slope_deficit (x : ℝ) :
    8 / (3 * √3) - (4 * x - 4 * x ^ 3) = 4 * (x - 1 / √3) ^ 2 * (x + 2 / √3) := by
  have h : (1 / √3) ^ 2 = (1 : ℝ) / 3 := by
    rw [div_pow, Real.sq_sqrt (by norm_num)]
    norm_num
  have e₁ : 8 / (3 * √3) = 8 / 3 * (1 / √3) := by ring
  have e₂ : 2 / √3 = 2 * (1 / √3) := by ring
  rw [e₁, e₂]
  generalize 1 / √3 = s at h ⊢
  linear_combination (12 * x - 8 * s) * h

/-- At nonnegative occupation the slope of the double step is at most `8/(3√3)`,
and it takes this value only at `x = 1/√3`. -/
theorem deriv_doubleStep_le {x : ℝ} (hx : 0 ≤ x) :
    deriv doubleStep x ≤ 8 / (3 * √3) ∧
      (deriv doubleStep x = 8 / (3 * √3) ↔ x = 1 / √3) := by
  rw [(hasDerivAt_doubleStep x).deriv]
  have gap := slope_deficit x
  have hs : 0 < 2 / √3 := by positivity
  have hpos : 0 < x + 2 / √3 := by linarith
  refine ⟨?_, ?_, ?_⟩
  · have : 0 ≤ 4 * (x - 1 / √3) ^ 2 * (x + 2 / √3) := by positivity
    linarith
  · intro h
    -- a vanishing deficit forces the squared factor to vanish
    have hz : 4 * (x - 1 / √3) ^ 2 * (x + 2 / √3) = 0 := by linarith
    have h4 : 4 * (x - 1 / √3) ^ 2 = 0 :=
      (mul_eq_zero.mp hz).resolve_right hpos.ne'
    have h2 : (x - 1 / √3) ^ 2 = 0 := by linarith
    exact sub_eq_zero.mp (pow_eq_zero_iff (two_ne_zero)|>.mp h2)
  · intro h
    have hz : x - 1 / √3 = 0 := sub_eq_zero.mpr h
    rw [hz] at gap
    linarith

/-- The double step maps occupation numbers in `[0,1]` to occupation numbers in `[0,1]`. -/
theorem doubleStep_mem {x : ℝ} (hx : x ∈ Icc (0 : ℝ) 1) :
    doubleStep x ∈ Icc (0 : ℝ) 1 := by
  obtain ⟨h0, h1⟩ := hx
  have h : x ^ 2 ≤ 1 := by nlinarith
  have h' : 0 ≤ 2 - x ^ 2 := by linarith
  rw [doubleStep_eq]
  constructor
  · nlinarith [mul_nonneg (sq_nonneg x) h']
  · nlinarith [sq_nonneg (1 - x ^ 2)]

/-- After `n` double steps, the distance between two occupation numbers in `[0,1]` has grown
by a factor of at most `(8/(3√3))ⁿ`. -/
theorem iterate_doubleStep_lipschitz (n : ℕ) {x y : ℝ}
    (hx : x ∈ Icc (0 : ℝ) 1) (hy : y ∈ Icc (0 : ℝ) 1) :
    |doubleStep^[n] x - doubleStep^[n] y| ≤ (8 / (3 * √3)) ^ n * |x - y| := by
  induction n generalizing x y with
  | zero => simp
  | succ n ih =>
    -- one double step, by the mean value inequality
    have one : |doubleStep x - doubleStep y| ≤ 8 / (3 * √3) * |x - y| := by
      have bound : ∀ z ∈ Icc (0 : ℝ) 1, ‖4 * z - 4 * z ^ 3‖ ≤ 8 / (3 * √3) := by
        intro z hz
        have hn : 0 ≤ 4 * z - 4 * z ^ 3 := by
          have h2 : 0 ≤ 1 - z ^ 2 := by nlinarith [hz.1, hz.2]
          nlinarith [mul_nonneg hz.1 h2]
        rw [Real.norm_eq_abs, abs_of_nonneg hn, ← (hasDerivAt_doubleStep z).deriv]
        exact (deriv_doubleStep_le hz.1).1
      have h := Convex.norm_image_sub_le_of_norm_hasDerivWithin_le
        (fun z _ => (hasDerivAt_doubleStep z).hasDerivWithinAt) bound
        (convex_Icc (0 : ℝ) 1) hy hx
      simpa only [Real.norm_eq_abs] using h
    rw [Function.iterate_succ_apply, Function.iterate_succ_apply]
    calc |doubleStep^[n] (doubleStep x) - doubleStep^[n] (doubleStep y)|
        ≤ (8 / (3 * √3)) ^ n * |doubleStep x - doubleStep y| :=
          ih (doubleStep_mem hx) (doubleStep_mem hy)
      _ ≤ (8 / (3 * √3)) ^ n * (8 / (3 * √3) * |x - y|) :=
          mul_le_mul_of_nonneg_left one (by positivity)
      _ = (8 / (3 * √3)) ^ (n + 1) * |x - y| := by ring

/-- The occupation `(√5 - 1)/2` is left fixed by the double step, and the slope of `n` double
steps there is `(6 - 2√5)ⁿ`. -/
theorem golden_fixedPoint (n : ℕ) :
    doubleStep ((√5 - 1) / 2) = (√5 - 1) / 2 ∧
      HasDerivAt doubleStep^[n] ((6 - 2 * √5) ^ n) ((√5 - 1) / 2) := by
  have h5 : √5 ^ 2 = (5 : ℝ) := Real.sq_sqrt (by norm_num)
  have hp : ((√5 - 1) / 2) ^ 2 = 1 - (√5 - 1) / 2 := by
    linear_combination h5 / 4
  have hfix : doubleStep ((√5 - 1) / 2) = (√5 - 1) / 2 := by
    rw [doubleStep_eq]
    linear_combination (-((√5 - 1) / 2) ^ 2 + (√5 - 1) / 2) * hp
  refine ⟨hfix, ?_⟩
  have hd : HasDerivAt doubleStep (6 - 2 * √5) ((√5 - 1) / 2) :=
    (hasDerivAt_doubleStep _).congr_deriv (by
      linear_combination (-4 * ((√5 - 1) / 2) + 4) * hp)
  exact HasDerivAt.iterate _ hd hfix n

/-- Every Lipschitz constant of `n` double steps on `[0,1]` is at least `(6 - 2√5)ⁿ`. -/
theorem lipschitz_constant_ge (n : ℕ) {K : ℝ}
    (hK : ∀ x ∈ Icc (0 : ℝ) 1, ∀ y ∈ Icc (0 : ℝ) 1,
      |doubleStep^[n] x - doubleStep^[n] y| ≤ K * |x - y|) :
    (6 - 2 * √5) ^ n ≤ K := by
  have h5 : √5 ^ 2 = (5 : ℝ) := Real.sq_sqrt (by norm_num)
  have h0 : 0 ≤ √5 := Real.sqrt_nonneg 5
  have hl : 0 < (√5 - 1) / 2 := by nlinarith
  have hu : (√5 - 1) / 2 < 1 := by nlinarith
  have hK0 : 0 ≤ K := by
    have h := (abs_nonneg _).trans (hK 1 (by norm_num) 0 (by norm_num))
    simpa using h
  -- a Lipschitz constant bounds the slope at the interior fixed point
  have h := (golden_fixedPoint n).2.le_of_lip' hK0 (by
    filter_upwards [Icc_mem_nhds hl hu] with x hx
    simpa only [Real.norm_eq_abs] using hK x hx _ ⟨hl.le, hu.le⟩)
  exact (le_abs_self _).trans h

/-- Particle-hole exchange `x ↦ 1 - x` turns `n` double steps into `n` double steps
of the opposite order. -/
theorem iterate_reversedStep (n : ℕ) (x : ℝ) :
    reversedStep^[n] x = 1 - doubleStep^[n] (1 - x) := by
  induction n generalizing x with
  | zero => simp
  | succ n ih =>
    have h : 1 - reversedStep x = doubleStep (1 - x) := by
      unfold reversedStep doubleStep raise lower
      ring
    rw [Function.iterate_succ_apply, Function.iterate_succ_apply, ih, h]

/-- With the two polynomials in the opposite order, `n` double steps obey the same
Lipschitz bound `(8/(3√3))ⁿ` on `[0,1]`. -/
theorem iterate_reversedStep_lipschitz (n : ℕ) {x y : ℝ}
    (hx : x ∈ Icc (0 : ℝ) 1) (hy : y ∈ Icc (0 : ℝ) 1) :
    |reversedStep^[n] x - reversedStep^[n] y| ≤ (8 / (3 * √3)) ^ n * |x - y| := by
  have hx' : 1 - x ∈ Icc (0 : ℝ) 1 := ⟨by linarith [hx.2], by linarith [hx.1]⟩
  have hy' : 1 - y ∈ Icc (0 : ℝ) 1 := ⟨by linarith [hy.2], by linarith [hy.1]⟩
  have h := iterate_doubleStep_lipschitz n hy' hx'
  rw [iterate_reversedStep, iterate_reversedStep]
  rwa [sub_sub_sub_cancel_left, ← sub_sub_sub_cancel_left _ _ (1 : ℝ)] at h

end

end SP2AlternatingSlope
```

```lean
#print axioms SP2AlternatingSlope.iterate_doubleStep_lipschitz
#print axioms SP2AlternatingSlope.lipschitz_constant_ge
#print axioms SP2AlternatingSlope.iterate_reversedStep_lipschitz
```

```
'SP2AlternatingSlope.iterate_doubleStep_lipschitz' depends on axioms: [propext, Classical.choice, Quot.sound]
'SP2AlternatingSlope.lipschitz_constant_ge' depends on axioms: [propext, Classical.choice, Quot.sound]
'SP2AlternatingSlope.iterate_reversedStep_lipschitz' depends on axioms: [propext, Classical.choice, Quot.sound]
```

## Slopes, iterates and the two orders

Write $L=8/(3\sqrt3)$ and let $g^{[n]}$ be the $n$-fold iterate of $g$, with $g^{[0]}(x)=x$; in Lean these are `doubleStep` and `doubleStep^[n]`. The interval $[0,1]$ is `Icc (0 : ℝ) 1`.

- `deriv_doubleStep_le` says that $g'(x)\le L$ for every real $x\ge0$, and that $g'(x)=L$ exactly when $x=1/\sqrt3$.
- `iterate_doubleStep_lipschitz` says that $|g^{[n]}(x)-g^{[n]}(y)|\le L^n|x-y|$ for all $x,y\in[0,1]$ and every natural number $n$.
- `golden_fixedPoint` says that $p=(\sqrt5-1)/2$ satisfies $g(p)=p$ and that $g^{[n]}$ has derivative $(6-2\sqrt5)^n$ there.
- `lipschitz_constant_ge` says that any $K$ that serves as a Lipschitz constant for $g^{[n]}$ on $[0,1]$ is at least $(6-2\sqrt5)^n$. So for $n\ge1$ the best constant is $c^n$ for some $c$ (which may depend on $n$) between $6-2\sqrt5\approx1.528$ and $L\approx1.540$. The growth factor per double step is thus nearly sharp, although the ratio of the two bounds $L^n$ and $(6-2\sqrt5)^n$ grows with $n$.
- `iterate_reversedStep_lipschitz` gives the bound $L^n$ when the two polynomials are applied in the opposite order.

## Occupation numbers under purification

SP2 density-matrix purification starts from a Hamiltonian that has been shifted, rescaled and reversed in sign, so that its eigenvalues lie in $[0,1]$ and lower energies correspond to larger values. It drives these eigenvalues towards 0 (empty) or 1 (occupied) by applying two polynomials to the matrix: `lower`, $x\mapsto x^2$, and `raise`, $x\mapsto2x-x^2$. A polynomial of a symmetric matrix acts on each eigenvalue separately, so a real variable $x$ is enough to follow one occupation.

For this scalar model with strict alternation, the bound limits how fast a small gap can open: widening a separation $\delta>0$ to $\Delta>\delta$ takes at least $\ln(\Delta/\delta)/\ln L$ double steps.

The file treats exact arithmetic and a fixed alternating sequence. It does not cover the standard SP2 rule, which chooses each polynomial from the trace during the run, nor rounding or truncation at each step, nor distances between matrices that do not commute.

## The slope bound from a double root

Composition gives $g(x)=2x^2-(x^2)^2=2x^2-x^4$, so $g'(x)=4x-4x^3$. These are `doubleStep_eq` and `hasDerivAt_doubleStep`.

Put $s=1/\sqrt3$, so that $s^2=1/3$ and $L=8s/3$. Then

$$4(x-s)^2(x+2s)=4x^3-12s^2x+8s^3=4x^3-4x+\tfrac{8s}{3}=L-g'(x).$$

This is `slope_deficit`. Its proof replaces `1 / √3` by a variable `s` about which only $s^2=1/3$ is known, and `linear_combination` checks the remaining polynomial identity.

For $x\ge0$ the factor $x+2s$ is positive and the square is nonnegative, so $g'(x)\le L$. Equality makes the product vanish, which forces $(x-s)^2=0$ and hence $x=s$; conversely, $x=s$ makes the deficit zero. The three bullets in the proof of `deriv_doubleStep_le` are these three arguments.

## From one double step to n

On $[0,1]$ we have

$$g(x)=x^2(2-x^2)\ge0,\qquad 1-g(x)=(1-x^2)^2\ge0,$$

so $g$ maps the interval into itself (`doubleStep_mem`). The slope $g'(x)=4x(1-x^2)$ is also nonnegative there, so $|g'(x)|\le L$, and the mean value inequality gives $|g(x)-g(y)|\le L|x-y|$.

The Lipschitz bound follows by induction. For $n=0$ both sides equal $|x-y|$. If the bound holds for $n$, apply it to $g(x)$ and $g(y)$, which again lie in $[0,1]$:

$$|g^{[n+1]}(x)-g^{[n+1]}(y)|\le L^n|g(x)-g(y)|\le L^{n+1}|x-y|.$$

The Lean induction generalises over `x` and `y` because the hypothesis is used at these new points.

Both range conditions matter. Without $x\ge0$ the slope bound fails: $g'(-2)=24$. Without the upper limit on occupations the Lipschitz bound fails already for $n=1$: $g(2)=-8$ and $g(1)=1$ differ by 9, although the inputs differ by 1.

## Growth at the interior fixed point

The number $p$ satisfies $p^2=1-p$, hence $p^4=(1-p)^2=1-2p+p^2=2-3p$. Therefore

$$g(p)=2(1-p)-(2-3p)=p,$$

$$g'(p)=4p(1-p^2)=4p^2=4(1-p)=6-2\sqrt5.$$

Since every iterate stays at $p$, the chain rule multiplies $n$ equal factors and gives the slope $(6-2\sqrt5)^n$; `HasDerivAt.iterate` performs this step.

If $K$ is a Lipschitz constant for $g^{[n]}$ on $[0,1]$, then for $x\ne p$ in the interval

$$\frac{|g^{[n]}(x)-g^{[n]}(p)|}{|x-p|}\le K.$$

Letting $x\to p$ yields $(6-2\sqrt5)^n\le K$. The Lean proof first obtains $K\ge0$ from the points 1 and 0. It then uses $0<p<1$, so that the assumed inequality holds throughout a neighbourhood of $p$, as `le_of_lip'` requires.

## Exchanging particles and holes

Let $h(x)=(2x-x^2)^2$ be `reversedStep`. Since $1-(2x-x^2)=(1-x)^2$ and $1-y^2=2(1-y)-(1-y)^2$, taking $y=2x-x^2$ gives

$$1-h(x)=2(1-x)^2-(1-x)^4=g(1-x).$$

Induction extends this to $h^{[n]}(x)=1-g^{[n]}(1-x)$, which is `iterate_reversedStep`. The exchange $x\mapsto1-x$ preserves both $[0,1]$ and distances, so the bound for $g^{[n]}$ carries over to $h^{[n]}$ with the same constant.
